# On a spin-1/2 ring, a translation eigenvector with total $S^z=M$, $|M|<N/2$, is orthogonal to its Lieb-Schultz-Mattis twist

## The ring and its twist

Place $N$ spins 1/2 on a ring, with sites labelled $j=0,\dots,N-1$ and $\hbar=1$. A configuration $s$ assigns $s_j=\pm\tfrac12$ to each site, and a state $x$ has amplitudes $x(s)$. Write $M(s)=\sum_j s_j$ and

$$\theta(s)=\frac{2\pi}{N}\sum_j j\,s_j,\qquad (Ux)(s)=e^{i\theta(s)}x(s).$$

The twist $U$ rotates the spins about the $z$ axis by angles that grow in steps of $2\pi/N$ around the ring. Translation by one site is $(Tx)(s)=x(s')$ with $s'_j=s_{j+1}$. Giving site $0$ the label $N$ instead, with the other labels unchanged, would change $U$ only by a global sign.

For $N\ge2$, the Heisenberg Hamiltonian $H=\sum_j \mathbf S_j\cdot\mathbf S_{j+1}$, with unit coupling, acts by

$$(Hx)(s)=\sum_j\Big[s_js_{j+1}x(s)+\tfrac12\,[s_j\neq s_{j+1}]\,x(s^{(j)})\Big],$$

where $s^{(j)}$ has the spins at $j$ and $j+1$ exchanged, and the inner bracket is 1 for antiparallel spins and 0 otherwise.

## Is the twisted state a new state?

If $x$ is a nondegenerate ground state of this finite ring and $\langle x,Ux\rangle=0$, the Rayleigh-Ritz principle makes the energy of $Ux$ an upper bound on the first excited level. How low the bound lies depends on the energy cost of the twist, which the Lieb-Schultz-Mattis gap argument estimates separately. The question here is when the overlap vanishes.

**Claim.** If $Tx=cx$ and $x$ has total $S^z$ equal to $M$ with $|M|<N/2$, then $\langle x,Ux\rangle=0$. For the Heisenberg ring, every nondegenerate eigenstate has $M=0$ and is orthogonal to its twist.

## A sign from the seam

In $\sum_j j\,s_{j+1}$, the spin at $k\ge1$ has weight $k-1$ and the spin at $0$ has weight $N-1$. Hence

$$\sum_j j\,s_{j+1}=\sum_k k\,s_k-M(s)+N s_0,\qquad \theta(s')=\theta(s)-\frac{2\pi}{N}M(s)+2\pi s_0.$$

Since $s_0=\pm\frac12$, the last term contributes $e^{2\pi i s_0}=-1$. Where $x(s)\ne0$ we have $M(s)=M$, so

$$(TUx)(s)=e^{i\theta(s')}\,c\,x(s)=-e^{-2\pi iM/N}c\,(Ux)(s).$$

Where $x(s)=0$, both sides vanish.

Translation permutes configurations and so preserves overlaps. For $x\neq0$, $\langle Tx,Tx\rangle=\langle x,x\rangle$ gives $|c|^2=1$. Then

$$\langle x,Ux\rangle=\langle Tx,TUx\rangle=-e^{-2\pi iM/N}\langle x,Ux\rangle,$$

or $(1+e^{-2\pi iM/N})\langle x,Ux\rangle=0$. The angle lies strictly between $-\pi$ and $\pi$, so the first factor is nonzero and the overlap vanishes. For $x=0$ there is nothing to prove.

## Symmetry from nondegeneracy

$H$ commutes with three operators:

- $T$, which carries each bond to a neighbouring one;
- total $S^z$, because an exchange leaves $M(s)$ unchanged;
- the spin flip $(Fx)(s)=x(-s)$, because it preserves both $s_js_{j+1}$ and antiparallelism.

If $Hx=Ex$ is nondegenerate, each of these operators maps $x$ to a multiple of itself. Let $m$ be the multiple for total $S^z$ and $f$ the one for $F$. Choose $s$ with $x(s)\ne0$. Since $x(s)=f\,x(-s)$, also $x(-s)\neq0$. Therefore $M(s)=m$ and $-M(s)=m$, which gives $m=0$. The first part of the claim now applies with $M=0$.

## Two spins, then four

The smallest ring with a nonzero state satisfying $|M|<N/2$ has $N=2$. Here $\theta=\pi s_1$, so $U$ multiplies $|{\uparrow\downarrow}\rangle$ by $-i$ and $|{\downarrow\uparrow}\rangle$ by $i$. The singlet $(|{\uparrow\downarrow}\rangle-|{\downarrow\uparrow}\rangle)/\sqrt2$ becomes $-i$ times the $M=0$ triplet, which is orthogonal to it.

For $N=4$ take one down spin, at site $j$ with amplitude $\frac12e^{ikj}$ and $k$ a multiple of $\pi/2$. Then $M=1$ and $\theta=\frac{\pi}{2}(3-j)$, so

$$\langle x,Ux\rangle=\tfrac14 e^{3\pi i/2}(1-i-1+i)=0.$$

## The statements in Lean

Sites are `ZMod N`, so $j+1$ wraps around. A `Config N` is a Boolean function with `true` for up, and `sz (s j)` is the number written $s_j$ above. A `State N` is any complex function of configurations; it need not be normalised. `shift`, `translate`, `twist`, `spinFlip` and `heisenberg` are $s\mapsto s'$, $T$, $U$, $F$ and $H$, and `overlap` is conjugate-linear in its first argument.

`overlap_twist_eq_zero` takes the two eigenvector equations and $|M|<N/2$, and concludes that the overlap is zero. It involves no Hamiltonian. `nondegenerate_overlap_twist` assumes instead that $Hx=Ex$ and that every solution $y$ of $Hy=Ey$ is a multiple of $x$. This nondegeneracy is a hypothesis, not derived for any particular level. For odd $N$ no nonzero state meets it, since $M(s)$ is never zero.

`polarized_overlap_twist` shows that $|M|<N/2$ can't be relaxed to $|M|\le N/2$: the all-up state has $M=N/2$ and an overlap of modulus one.

`heisenberg` is defined by its action on amplitudes, which agrees with $\sum_j\mathbf S_j\cdot\mathbf S_{j+1}$ for $N\ge2$; at $N=2$ the single pair is counted twice. Applying `nondegenerate_overlap_twist` to a magnetic material requires the further step of describing its spins by a finite, uniform, isotropic nearest-neighbour ring.

```lean
import Mathlib

open scoped Real ComplexConjugate

namespace LiebSchultzMattisOrthogonality

noncomputable section

variable {N : ℕ} [NeZero N]

/-- A configuration of spins 1/2 on a ring of `N` sites; `true` is spin up. -/
abbrev Config (N : ℕ) := ZMod N → Bool

/-- A state vector, given by its amplitudes in the Sz product basis. -/
abbrev State (N : ℕ) := Config N → ℂ

/-- The Sz value of a single spin, `1/2` or `-1/2`. -/
def sz : Bool → ℝ
  | true => 1 / 2
  | false => -1 / 2

/-- The total Sz value of a configuration. -/
def magnetization (s : Config N) : ℝ := ∑ j, sz (s j)

/-- The configuration moved by one site around the ring. -/
def shift (s : Config N) : Config N := fun j => s (j + 1)

/-- The angle `(2π/N) ∑ j s_j`, with the sites labelled `0, ..., N-1`. -/
def twistAngle (s : Config N) : ℝ := 2 * π / N * ∑ j : ZMod N, (j.val : ℝ) * sz (s j)

/-- The translation operator by one site. -/
def translate (x : State N) : State N := fun s => x (shift s)

/-- The operator of total Sz. -/
def totalSz (x : State N) : State N := fun s => (magnetization s : ℂ) * x s

/-- The twist operator `U = exp((2πi/N) ∑ j Sz_j)`. -/
def twist (x : State N) : State N :=
  fun s => Complex.exp ((twistAngle s : ℂ) * Complex.I) * x s

/-- The operator that reverses every spin. -/
def spinFlip (x : State N) : State N := fun s => x (fun j => !(s j))

/-- The inner product of two states, conjugate-linear in the first. -/
def overlap (x y : State N) : ℂ := ∑ s, conj (x s) * y s

/-- The configuration with the spins at `j` and `j + 1` exchanged. -/
def exchange (j : ZMod N) (s : Config N) : Config N := fun k => s (Equiv.swap j (j + 1) k)

/-- For `N ≥ 2`, the Heisenberg Hamiltonian `∑ S_j · S_(j+1)` in the Sz basis: an Ising term, and an
exchange of antiparallel neighbours with amplitude `1/2`. -/
def heisenberg (x : State N) : State N := fun s =>
  ∑ j, (((sz (s j) * sz (s (j + 1)) : ℝ) : ℂ) * x s +
    if s j = s (j + 1) then 0 else (1 / 2) * x (exchange j s))

/-- Reversing a spin changes the sign of its Sz value. -/
theorem sz_not (b : Bool) : sz (!b) = -sz b := by
  cases b <;> norm_num [sz]

/-- A full turn about the z axis multiplies a spin 1/2 by `-1`. -/
theorem full_turn (b : Bool) :
    Complex.exp (((2 * π * sz b : ℝ) : ℂ) * Complex.I) = -1 := by
  cases b
  · have h : 2 * π * sz false = -π := by
      rw [show sz false = -1 / 2 from rfl]; ring
    rw [h, Complex.ofReal_neg, neg_mul, Complex.exp_neg, Complex.exp_pi_mul_I]
    norm_num
  · have h : 2 * π * sz true = π := by
      rw [show sz true = 1 / 2 from rfl]; ring
    rw [h, Complex.exp_pi_mul_I]

/-- Translation changes the twist angle by `-2π/N` times the total Sz, plus `2π` times the
Sz value of the one spin that crosses the seam of the labelling. -/
theorem twistAngle_shift (s : Config N) :
    twistAngle (shift s) =
      twistAngle s - 2 * π / N * magnetization s + 2 * π * sz (s 0) := by
  have hN : (N : ℝ) ≠ 0 := Nat.cast_ne_zero.2 (NeZero.ne N)
  -- the label grows by one, except at the seam, where it drops back to zero
  have hval : ∀ j : ZMod N,
      ((j + 1).val : ℝ) = (j.val : ℝ) + 1 - if j + 1 = 0 then (N : ℝ) else 0 := by
    intro j
    have hv : (j + 1).val = (j.val + 1) % N := by
      rw [ZMod.val_add, ZMod.val_one_eq_one_mod, Nat.add_mod_mod]
    have hlt := ZMod.val_lt j
    by_cases h : j.val + 1 = N
    · have h0 : (j + 1).val = 0 := by rw [hv, h, Nat.mod_self]
      have hc : (j.val : ℝ) + 1 = N := by exact_mod_cast h
      rw [if_pos ((ZMod.val_eq_zero _).1 h0), h0, hc]
      simp
    · have h1 : (j + 1).val = j.val + 1 := by rw [hv, Nat.mod_eq_of_lt (by omega)]
      have hz : j + 1 ≠ 0 := by
        intro e
        rw [e, ZMod.val_zero] at h1
        omega
      rw [if_neg hz, h1]
      push_cast
      ring
  have key : ∑ j : ZMod N, (j.val : ℝ) * sz (s (j + 1)) =
      ∑ j : ZMod N, ((j.val : ℝ) - 1 + if j = 0 then (N : ℝ) else 0) * sz (s j) := by
    refine Eq.trans ?_ (Equiv.sum_comp (Equiv.addRight (1 : ZMod N))
      (fun j => ((j.val : ℝ) - 1 + if j = 0 then (N : ℝ) else 0) * sz (s j)))
    refine Finset.sum_congr rfl fun j _ => ?_
    simp only [Equiv.coe_addRight]
    rw [hval j]
    ring
  simp only [add_mul, sub_mul, one_mul, ite_mul, zero_mul, Finset.sum_add_distrib,
    Finset.sum_sub_distrib, Finset.sum_ite_eq', Finset.mem_univ, if_true] at key
  have h : 2 * π / N * N = 2 * π := div_mul_cancel₀ _ hN
  simp only [twistAngle, magnetization, shift]
  rw [key]
  linear_combination h * sz (s 0)

/-- If `x` has translation eigenvalue `c` and total Sz equal to `M`, then translation
multiplies the twisted state by `-exp(-2πi M/N) c`. -/
theorem translate_twist {x : State N} {c : ℂ} {M : ℝ}
    (hT : translate x = c • x) (hM : totalSz x = (M : ℂ) • x) :
    translate (twist x) =
      (-Complex.exp (((-(2 * π / N * M) : ℝ) : ℂ) * Complex.I) * c) • twist x := by
  funext s
  have hT' : x (shift s) = c * x s := congrFun hT s
  have hM' : (magnetization s : ℂ) * x s = M * x s := congrFun hM s
  change Complex.exp ((twistAngle (shift s) : ℂ) * Complex.I) * x (shift s) =
    (-Complex.exp (((-(2 * π / N * M) : ℝ) : ℂ) * Complex.I) * c) *
      (Complex.exp ((twistAngle s : ℂ) * Complex.I) * x s)
  by_cases hx : x s = 0
  · rw [hT', hx]
    ring
  have hm : magnetization s = M := by exact_mod_cast mul_right_cancel₀ hx hM'
  have hsplit : ((twistAngle (shift s) : ℝ) : ℂ) * Complex.I =
      ((-(2 * π / N * M) : ℝ) : ℂ) * Complex.I + (twistAngle s : ℂ) * Complex.I +
        ((2 * π * sz (s 0) : ℝ) : ℂ) * Complex.I := by
    rw [twistAngle_shift, hm]
    push_cast
    ring
  rw [hsplit, Complex.exp_add, Complex.exp_add, full_turn, hT']
  ring

/-- Translation preserves inner products. -/
theorem overlap_translate (x y : State N) :
    overlap (translate x) (translate y) = overlap x y := by
  let e : Config N ≃ Config N :=
    { toFun := shift
      invFun := fun s j => s (j - 1)
      left_inv := fun s => by funext j; simp [shift]
      right_inv := fun s => by funext j; simp [shift] }
  exact Equiv.sum_comp e (fun s => conj (x s) * y s)

/-- **Lieb-Schultz-Mattis orthogonality.** A translation eigenvector with total Sz equal to
`M`, where `|M| < N/2`, is orthogonal to its twisted state. -/
theorem overlap_twist_eq_zero {x : State N} {c : ℂ} {M : ℝ}
    (hT : translate x = c • x) (hM : totalSz x = (M : ℂ) • x) (hlt : |M| < N / 2) :
    overlap x (twist x) = 0 := by
  by_cases hx : x = 0
  · simp [overlap, hx]
  have hne : overlap x x ≠ 0 := by
    intro h
    have h0 : overlap x x = ((∑ s, ‖x s‖ ^ 2 : ℝ) : ℂ) := by
      simp only [overlap, Complex.conj_mul']
      push_cast
      rfl
    rw [h0] at h
    have h1 := (Finset.sum_eq_zero_iff_of_nonneg (fun s _ => sq_nonneg ‖x s‖)).1
      (Complex.ofReal_eq_zero.1 h)
    exact hx (funext fun s => by simpa using h1 s (Finset.mem_univ s))
  have hs : ∀ (d : ℂ) (y : State N),
      overlap (c • x) (d • y) = conj c * d * overlap x y := by
    intro d y
    simp only [overlap, Pi.smul_apply, smul_eq_mul, map_mul, Finset.mul_sum]
    exact Finset.sum_congr rfl fun s _ => by ring
  -- the translation eigenvalue is a phase
  have h1 := overlap_translate x x
  rw [hT, hs] at h1
  have hcc : conj c * c = 1 := mul_right_cancel₀ hne (by rw [one_mul]; exact h1)
  -- compare the overlap before and after translation
  have h2 := overlap_translate x (twist x)
  rw [translate_twist hT hM, hT, hs] at h2
  set θ : ℝ := -(2 * π / N * M) with hθ
  have h3 : (1 + Complex.exp ((θ : ℂ) * Complex.I)) * overlap x (twist x) = 0 := by
    linear_combination -h2 - Complex.exp ((θ : ℂ) * Complex.I) * overlap x (twist x) * hcc
  refine (mul_eq_zero.1 h3).resolve_left fun h => ?_
  have hre := congrArg Complex.re h
  simp only [Complex.add_re, Complex.one_re, Complex.exp_ofReal_mul_I_re,
    Complex.zero_re] at hre
  -- the angle lies strictly between -π and π, so its cosine is not -1
  have hN : (0 : ℝ) < N := Nat.cast_pos.2 (NeZero.pos N)
  obtain ⟨hl, hu⟩ := abs_lt.1 hlt
  have ha : M / N < 1 / 2 := by rw [div_lt_iff₀ hN]; linarith
  have hb : -(1 / 2) < M / N := by rw [lt_div_iff₀ hN]; linarith
  have hhalf : θ / 2 = -(π * (M / N)) := by rw [hθ]; ring
  have ha' := mul_lt_mul_of_pos_left ha Real.pi_pos
  have hb' := mul_lt_mul_of_pos_left hb Real.pi_pos
  have hpos : 0 < Real.cos (θ / 2) :=
    Real.cos_pos_of_mem_Ioo ⟨by rw [hhalf]; linarith, by rw [hhalf]; linarith⟩
  have hsq := Real.cos_sq (θ / 2)
  rw [show 2 * (θ / 2) = θ by ring] at hsq
  have hp2 := pow_pos hpos 2
  linarith

/-- The Heisenberg Hamiltonian commutes with translation, with total Sz and with the
reversal of all spins. -/
theorem heisenberg_symmetries (x : State N) :
    heisenberg (translate x) = translate (heisenberg x) ∧
    heisenberg (totalSz x) = totalSz (heisenberg x) ∧
    heisenberg (spinFlip x) = spinFlip (heisenberg x) := by
  refine ⟨funext fun s => ?_, funext fun s => ?_, funext fun s => ?_⟩
  · -- translation carries each bond to the next one
    simp only [heisenberg, translate]
    refine (Equiv.sum_comp (Equiv.addRight (1 : ZMod N)) _).symm.trans ?_
    refine Finset.sum_congr rfl fun j _ => ?_
    have he : shift (exchange (j + 1) s) = exchange j (shift s) := by
      funext k
      refine congrArg s ?_
      simp only [Equiv.swap_apply_def, add_left_inj]
      split_ifs <;> rfl
    simp only [Equiv.coe_addRight, he]
    rfl
  · -- an exchange leaves the total Sz unchanged
    have hm : ∀ j, magnetization (exchange j s) = magnetization s := fun j =>
      Equiv.sum_comp (Equiv.swap j (j + 1)) (fun k => sz (s k))
    simp only [heisenberg, totalSz, Finset.mul_sum, hm]
    refine Finset.sum_congr rfl fun j _ => ?_
    split_ifs <;> ring
  · have hb : ∀ a b : Bool, ((!a) = (!b)) ↔ a = b := by decide
    have he : ∀ j, (fun k => !(exchange j s k)) = exchange j (fun k => !(s k)) :=
      fun _ => rfl
    simp only [heisenberg, spinFlip, sz_not, hb, neg_mul_neg, he]

/-- A nondegenerate level of the Heisenberg ring has zero total Sz. -/
theorem totalSz_eq_zero_of_nondegenerate {x : State N} {E : ℂ}
    (hE : heisenberg x = E • x)
    (hnd : ∀ y : State N, heisenberg y = E • y → ∃ c : ℂ, y = c • x) :
    totalSz x = 0 := by
  obtain ⟨m, hm⟩ := hnd (totalSz x) (by
    rw [(heisenberg_symmetries x).2.1, hE]
    funext s
    simp only [totalSz, Pi.smul_apply, smul_eq_mul]
    ring)
  obtain ⟨f, hf⟩ := hnd (spinFlip x) (by
    rw [(heisenberg_symmetries x).2.2, hE]
    rfl)
  by_cases hx : ∃ s, x s ≠ 0
  · obtain ⟨s, hs⟩ := hx
    -- the reversed configuration also has a nonzero amplitude, and opposite total Sz
    have hback : x s = f * x (fun j => !(s j)) := by
      have h := congrFun hf (fun j => !(s j))
      simpa [spinFlip] using h
    have hs' : x (fun j => !(s j)) ≠ 0 := by
      intro h
      exact hs (by rw [hback, h, mul_zero])
    have h1 : (magnetization s : ℂ) = m := mul_right_cancel₀ hs (congrFun hm s)
    have h2 : (magnetization (fun j => !(s j)) : ℂ) = m :=
      mul_right_cancel₀ hs' (congrFun hm _)
    have h3 : magnetization (fun j => !(s j)) = -magnetization s := by
      simp only [magnetization, sz_not, Finset.sum_neg_distrib]
    rw [h3, Complex.ofReal_neg] at h2
    have h0 : m = 0 := by linear_combination (-h1 - h2) / 2
    rw [hm, h0, zero_smul]
  · push Not at hx
    funext s
    simp [totalSz, hx s]

/-- A nondegenerate energy eigenstate of the Heisenberg ring is orthogonal to its twisted
state. -/
theorem nondegenerate_overlap_twist {x : State N} {E : ℂ}
    (hE : heisenberg x = E • x)
    (hnd : ∀ y : State N, heisenberg y = E • y → ∃ c : ℂ, y = c • x) :
    overlap x (twist x) = 0 := by
  obtain ⟨c, hc⟩ := hnd (translate x) (by
    rw [(heisenberg_symmetries x).1, hE]
    rfl)
  have hN : (0 : ℝ) < N := Nat.cast_pos.2 (NeZero.pos N)
  refine overlap_twist_eq_zero (M := 0) hc ?_ ?_
  · rw [totalSz_eq_zero_of_nondegenerate hE hnd]
    simp
  · rw [abs_zero]
    positivity

/-- The state with all spins up. -/
def polarized (N : ℕ) [NeZero N] : State N := fun s => if s = fun _ => true then 1 else 0

/-- The bound on the total Sz is sharp: the state with all spins up is translation invariant,
has total Sz equal to `N/2`, and its overlap with its twisted state has modulus one. -/
theorem polarized_overlap_twist :
    translate (polarized N) = polarized N ∧
    totalSz (polarized N) = ((N / 2 : ℝ) : ℂ) • polarized N ∧
    ‖overlap (polarized N) (twist (polarized N))‖ = 1 := by
  refine ⟨funext fun s => ?_, funext fun s => ?_, ?_⟩
  · have h : shift s = (fun _ => true) ↔ s = fun _ => true := by
      constructor
      · intro h
        funext j
        have hj := congrFun h (j - 1)
        simpa [shift] using hj
      · intro h
        rw [h]
        rfl
    simp only [translate, polarized, h]
  · by_cases hs : s = fun _ => true
    · have hm : magnetization s = N / 2 := by
        rw [hs]
        simp [magnetization, sz, ZMod.card, div_eq_mul_inv]
      simp only [totalSz, Pi.smul_apply, smul_eq_mul, hm]
    · simp [totalSz, polarized, hs]
  · rw [overlap, Finset.sum_eq_single (fun _ => true)]
    · simp [polarized, twist, Complex.norm_exp_ofReal_mul_I]
    · intro s _ hs
      simp [polarized, hs]
    · intro h
      exact absurd (Finset.mem_univ _) h

end

end LiebSchultzMattisOrthogonality
```

```lean
#print axioms LiebSchultzMattisOrthogonality.overlap_twist_eq_zero
-- 'LiebSchultzMattisOrthogonality.overlap_twist_eq_zero' depends on axioms: [propext, Classical.choice, Quot.sound]
#print axioms LiebSchultzMattisOrthogonality.nondegenerate_overlap_twist
-- 'LiebSchultzMattisOrthogonality.nondegenerate_overlap_twist' depends on axioms: [propext, Classical.choice, Quot.sound]
#print axioms LiebSchultzMattisOrthogonality.polarized_overlap_twist
-- 'LiebSchultzMattisOrthogonality.polarized_overlap_twist' depends on axioms: [propext, Classical.choice, Quot.sound]
```

## From the seam lemma to the overlap

`twistAngle_shift` is the angle formula. Its `hval` says that the label grows by one except at the seam, and `Equiv.sum_comp` relabels the sum. `full_turn` supplies the factor $-1$. `translate_twist` combines them, splitting on whether $x(s)=0$ as above.

`overlap_translate` treats `shift` as a bijection of configurations. In `overlap_twist_eq_zero`, `hcc` is $|c|^2=1$ and `h3` is the product equation. To exclude a zero first factor, the proof takes its real part and uses $1+\cos\theta=2\cos^2(\theta/2)>0$, where its `θ` is the number $-2\pi M/N$, not the configuration angle $\theta(s)$.

`heisenberg_symmetries` proves the three commutation relations: a relabelling of bonds for $T$, invariance of the sum under a swap for total $S^z$, and the sign rule `sz_not` for the flip. `totalSz_eq_zero_of_nondegenerate` compares $s$ with its reversal, and `nondegenerate_overlap_twist` obtains $c$ from nondegeneracy before applying the orthogonality theorem at $M=0$. For the polarized state, the overlap sum reduces to a single phase.
